# Problem sheet: spin-split bands and compensated occupation in a two-sublattice altermagnet model

## Definitions and conventions

The wave vector is $k=(k_x,k_y)\in\mathbb R^2$, with the lattice constant set to 1; in Lean it is a pair `k : ℝ × ℝ` with `k.1` $=k_x$ and `k.2` $=k_y$. The unit cell has two sublattices, numbered 0 and 1, and the Pauli matrices $\tau_x,\tau_z$ act on this index.

```lean
import Mathlib

open Matrix Real

namespace Altermagnet

noncomputable section

/-- Pauli matrix `τ_x` in sublattice space. -/
def tauX : Matrix (Fin 2) (Fin 2) ℂ := !![0, 1; 1, 0]

/-- Pauli matrix `τ_z` in sublattice space. -/
def tauZ : Matrix (Fin 2) (Fin 2) ℂ := !![1, 0; 0, -1]
```

Two maps act on the wave vector: the fourfold rotation $R(k_x,k_y)=(k_y,-k_x)$ and the translation $T(k_x,k_y)=(k_x,k_y+2\pi)$ by a reciprocal lattice vector.

```lean
/-- Fourfold rotation of the wave vector, `(kx, ky) ↦ (ky, -kx)`. -/
def rot (k : ℝ × ℝ) : ℝ × ℝ := (k.2, -k.1)

/-- Translation of the wave vector by the reciprocal lattice vector `(0, 2π)`. -/
def shift (k : ℝ × ℝ) : ℝ × ℝ := (k.1, k.2 + 2 * π)
```

Spin along the ordering axis is conserved and labelled by $s=\pm1$. With a real hopping amplitude $t$, a real exchange energy $J$ of opposite sign on the two sublattices (it shifts the two spins on a site by $\pm J$, an on-site splitting of $2|J|$), and real functions $e(k)$ and $u(k)$, the Bloch Hamiltonian of spin $s$ is
$$H_s(k)=e(k)\,\mathbb 1+u(k)\,\tau_x+d_s(k)\,\tau_z,\qquad d_s(k)=t\sin k_x\sin k_y+sJ .$$
Here $e$ is the dispersion common to both sublattices and $u$ the hopping between them. For a branch label $\sigma=\pm1$ define
$$E_s^\sigma(k)=e(k)+\sigma\, r_s(k),\qquad r_s(k)=\sqrt{u(k)^2+d_s(k)^2}\ \ge 0 .$$
Lean takes `s` and `σ` as arbitrary real numbers, and the values $\pm1$ are inserted where a statement needs them. The definition `band` is only a formula until part (b) ties it to the spectrum of `ham`.

```lean
/-- The `τ_z` coefficient `t sin kx sin ky + s J` for spin `s`. -/
def dz (t J s : ℝ) (k : ℝ × ℝ) : ℝ := t * sin k.1 * sin k.2 + s * J

/-- Bloch Hamiltonian `H_s(k) = e(k) + u(k) τ_x + (t sin kx sin ky + s J) τ_z`. -/
def ham (e u : ℝ × ℝ → ℝ) (t J s : ℝ) (k : ℝ × ℝ) : Matrix (Fin 2) (Fin 2) ℂ :=
  (e k : ℂ) • (1 : Matrix (Fin 2) (Fin 2) ℂ) + (u k : ℂ) • tauX + (dz t J s k : ℂ) • tauZ

/-- Band energy `e + σ √(u² + (t sin kx sin ky + s J)²)` for spin `s` and branch `σ`. -/
def band (e u : ℝ × ℝ → ℝ) (t J s σ : ℝ) (k : ℝ × ℝ) : ℝ :=
  e k + σ * √(u k ^ 2 + dz t J s k ^ 2)
```

For an integer $N\ge1$ the grid points are $k_p=2\pi(a,b)/N$ with labels $p=(a,b)$ and $a,b\in\{0,\dots,N-1\}$, so the grid lies in $[0,2\pi)^2$. The label map is $\rho(a,b)=(b,-a \bmod N)$; `gridRot` builds it as a swap followed by negation of the second entry, and its type records that it is a bijection. The instance `[NeZero N]` is the condition $N\ge1$. For any function $f:\mathbb R\to\mathbb R$,
$$n_s[f]=\sum_p\Big(f\big(E_s^{+}(k_p)\big)+f\big(E_s^{-}(k_p)\big)\Big).$$
The sum carries no factor $1/N^2$; when $f$ is an occupation probability, the number of spin-$s$ electrons per unit cell is $n_s[f]/N^2$.

```lean
/-- The point `2π (a, b) / N` of the `N × N` grid in the Brillouin zone. -/
def grid (N : ℕ) (p : Fin N × Fin N) : ℝ × ℝ :=
  (2 * π * (p.1.val : ℝ) / N, 2 * π * (p.2.val : ℝ) / N)

/-- The bijection `(a, b) ↦ (b, -a)` of grid labels, with labels taken modulo `N`. -/
def gridRot (N : ℕ) [NeZero N] : Fin N × Fin N ≃ Fin N × Fin N :=
  (Equiv.prodComm _ _).trans ((Equiv.refl _).prodCongr (Equiv.neg _))

/-- Sum of the occupation function `f` over both bands of spin `s` and all grid points. -/
def occupation (N : ℕ) (f : ℝ → ℝ) (e u : ℝ × ℝ → ℝ) (t J s : ℝ) : ℝ :=
  ∑ p : Fin N × Fin N, (f (band e u t J s 1 (grid N p)) + f (band e u t J s (-1) (grid N p)))
```

The model is non-interacting, two-dimensional and collinear, with two bands per spin and no spin–orbit coupling. The exchange energy $J$ is a given parameter and is not determined self-consistently. The two spin blocks are treated as separate $2\times2$ matrices, and the $4\times4$ Hamiltonian that contains both is not constructed.

## (a) Hermiticity

*Task.* Show that $H_s(k)^\dagger=H_s(k)$ for all $e,u,t,J,s,k$.

*Solution.* Dropping the argument $k$,
$$H_s=\begin{pmatrix} e+d_s & u\\ u & e-d_s\end{pmatrix}.$$
All entries are real and the two off-diagonal entries are equal, so the conjugate transpose returns the same matrix.

*Check.* `fin_cases` produces the four entries, and `simp` closes each using that $e$, $u$, $d_s$ are casts of real numbers.

```lean
/-- The Bloch Hamiltonian is Hermitian. -/
theorem ham_isHermitian (e u : ℝ × ℝ → ℝ) (t J s : ℝ) (k : ℝ × ℝ) :
    (ham e u t J s k).IsHermitian := by
  unfold Matrix.IsHermitian
  ext i j
  fin_cases i <;> fin_cases j <;> simp [ham, tauX, tauZ, Matrix.conjTranspose_apply]
```

## (b) The spectrum

*Task.* Show that a complex number $\mu$ is an eigenvalue of $H_s(k)$ if and only if $\mu=E_s^{+}(k)$ or $\mu=E_s^{-}(k)$. No symmetry of $e$ or $u$ is assumed.

*Solution.* The number $\mu$ is an eigenvalue exactly when $\mu\mathbb 1-H_s$ is not invertible, that is, when its determinant vanishes. We have
$$\det\begin{pmatrix}\mu-e-d_s & -u\\ -u & \mu-e+d_s\end{pmatrix}=(\mu-e)^2-d_s^2-u^2 .$$
Since $u^2+d_s^2\ge0$, the square root satisfies $r_s^2=u^2+d_s^2$, and
$$(\mu-e)^2-r_s^2=(\mu-e-r_s)(\mu-e+r_s)=(\mu-E_s^{+})(\mu-E_s^{-}).$$
A product of complex numbers is zero if and only if one factor is zero.

*Check.* `spectrum ℂ (ham e u t J s k)` is the set of $\mu$ for which $\mu\mathbb 1-H_s$ has no inverse; `algebraMap` turns $\mu$ into $\mu\mathbb 1$. As a set it does not record multiplicity: where $u=d_s=0$ it has the single element $e$. Eigenvectors do not appear in the statement. In the proof, `hM` writes out the matrix, `hr` is $r_s^2=u^2+d_s^2$, and `hdet` is the factorisation, closed by `linear_combination hc` because the two sides differ by $r_s^2-u^2-d_s^2$. The last `rw` passes from non-invertibility to a vanishing determinant and then to a vanishing factor.

```lean
/-- The spectrum of `H_s(k)` consists exactly of the two band energies
`e ± √(u² + (t sin kx sin ky + s J)²)`. -/
theorem mem_spectrum_iff (e u : ℝ × ℝ → ℝ) (t J s : ℝ) (k : ℝ × ℝ) (μ : ℂ) :
    μ ∈ spectrum ℂ (ham e u t J s k) ↔
      μ = (band e u t J s 1 k : ℂ) ∨ μ = (band e u t J s (-1) k : ℂ) := by
  have hM : algebraMap ℂ (Matrix (Fin 2) (Fin 2) ℂ) μ - ham e u t J s k =
      !![μ - (e k : ℂ) - (dz t J s k : ℂ), -(u k : ℂ);
         -(u k : ℂ), μ - (e k : ℂ) + (dz t J s k : ℂ)] := by
    ext i j
    fin_cases i <;> fin_cases j <;>
      simp [ham, tauX, tauZ, Algebra.algebraMap_eq_smul_one] <;> ring
  have hr : √(u k ^ 2 + dz t J s k ^ 2) ^ 2 = u k ^ 2 + dz t J s k ^ 2 :=
    Real.sq_sqrt (by positivity)
  -- the secular determinant factorises over the two bands
  have hdet : (algebraMap ℂ (Matrix (Fin 2) (Fin 2) ℂ) μ - ham e u t J s k).det =
      (μ - (band e u t J s 1 k : ℂ)) * (μ - (band e u t J s (-1) k : ℂ)) := by
    rw [hM, Matrix.det_fin_two_of]
    simp only [band]
    generalize √(u k ^ 2 + dz t J s k ^ 2) = r at hr ⊢
    have hc : (r : ℂ) ^ 2 = (u k : ℂ) ^ 2 + (dz t J s k : ℂ) ^ 2 := by exact_mod_cast hr
    push_cast
    linear_combination hc
  rw [spectrum.mem_iff, Matrix.isUnit_iff_isUnit_det, isUnit_iff_ne_zero, not_not, hdet,
    mul_eq_zero, sub_eq_zero, sub_eq_zero]
```

## (c) Where the spins are degenerate

*Task.* Show that $H_{+1}(k)$ and $H_{-1}(k)$ have the same spectrum if and only if $tJ\sin k_x\sin k_y=0$, again for arbitrary $e$ and $u$.

*Solution.* Write $r_\pm$ and $d_\pm$ for $r_{\pm1}$ and $d_{\pm1}$, and $w=t\sin k_x\sin k_y$. Then
$$r_+^2-r_-^2=d_+^2-d_-^2=(w+J)^2-(w-J)^2=4wJ=4\,tJ\sin k_x\sin k_y .$$
Suppose the spectra agree. By (b), $e+r_+$ is an eigenvalue of $H_{+1}$, hence of $H_{-1}$, so by (b) again $e+r_+=e+r_-$ or $e+r_+=e-r_-$. In the first case $r_+=r_-$ and in the second $r_+=-r_-$. Either way $r_+^2=r_-^2$, and the identity gives $tJ\sin k_x\sin k_y=0$. Conversely, if this product vanishes then $d_+^2=d_-^2$, so $r_+=r_-$ and $E_{+1}^\sigma=E_{-1}^\sigma$ for both branches, and (b) describes the same set for both spins.

For $tJ\ne0$ the condition reads $\sin k_x\sin k_y=0$: the spectra coincide on the lines where $k_x$ or $k_y$ is a multiple of $\pi$ and differ at every other $k$.

*Check.* `hd` is the identity for $d_+^2-d_-^2$. In the forward direction `h1` places the upper level of spin $+1$ in the spectrum of spin $-1$, `h2` brings the two alternatives down from $\mathbb C$ to $\mathbb R$, and `generalize` renames $r_+$ and $r_-$ as `a` and `b`, which are unrelated to the grid labels. Then `hab` is $r_+^2=r_-^2$, and `linarith` combines it with `ha`, `hb` and `hd`. The converse rewrites with `hsq` inside `band`.

```lean
/-- The two spin sectors have the same spectrum at `k` if and only if
`t J sin kx sin ky = 0`. -/
theorem spin_degenerate_iff (e u : ℝ × ℝ → ℝ) (t J : ℝ) (k : ℝ × ℝ) :
    spectrum ℂ (ham e u t J 1 k) = spectrum ℂ (ham e u t J (-1) k) ↔
      t * J * sin k.1 * sin k.2 = 0 := by
  have ha : √(u k ^ 2 + dz t J 1 k ^ 2) ^ 2 = u k ^ 2 + dz t J 1 k ^ 2 :=
    Real.sq_sqrt (by positivity)
  have hb : √(u k ^ 2 + dz t J (-1) k ^ 2) ^ 2 = u k ^ 2 + dz t J (-1) k ^ 2 :=
    Real.sq_sqrt (by positivity)
  -- the squared `τ_z` coefficients of the two spins differ by `4 t J sin kx sin ky`
  have hd : dz t J 1 k ^ 2 - dz t J (-1) k ^ 2 = 4 * (t * J * sin k.1 * sin k.2) := by
    unfold dz
    ring
  constructor
  · intro h
    have h1 : (band e u t J 1 1 k : ℂ) ∈ spectrum ℂ (ham e u t J (-1) k) := by
      rw [← h, mem_spectrum_iff]
      exact Or.inl rfl
    rw [mem_spectrum_iff] at h1
    have h2 : band e u t J 1 1 k = band e u t J (-1) 1 k ∨
        band e u t J 1 1 k = band e u t J (-1) (-1) k :=
      h1.imp Complex.ofReal_injective.eq_iff.mp Complex.ofReal_injective.eq_iff.mp
    simp only [band] at h2
    generalize √(u k ^ 2 + dz t J 1 k ^ 2) = a at ha h2
    generalize √(u k ^ 2 + dz t J (-1) k ^ 2) = b at hb h2
    have hab : a ^ 2 = b ^ 2 := by
      rcases h2 with h2 | h2
      · have h3 : a = b := by linarith
        rw [h3]
      · have h3 : a = -b := by linarith
        rw [h3]
        ring
    linarith
  · intro h
    have hsq : dz t J 1 k ^ 2 = dz t J (-1) k ^ 2 := by linarith
    ext μ
    rw [mem_spectrum_iff, mem_spectrum_iff]
    simp only [band, hsq]
```

## (d) Rotation exchanges the spins

*Task.* Assume $e(Rk)=e(k)$ and $u(Rk)=u(k)$ for all $k$. Show that $E_s^\sigma(Rk)=E_{-s}^\sigma(k)$.

*Solution.* Because the sine is odd,
$$d_s(Rk)=t\sin k_y\sin(-k_x)+sJ=-\big(t\sin k_x\sin k_y-sJ\big)=-d_{-s}(k).$$
Only the square enters the band energy, so $d_s(Rk)^2=d_{-s}(k)^2$, and with the invariance of $e$ and $u$,
$$E_s^\sigma(Rk)=e(k)+\sigma\sqrt{u(k)^2+d_{-s}(k)^2}=E_{-s}^\sigma(k).$$
The branch $\sigma$ is unchanged. The statement equates energies, not matrices; the sign in $d_s(Rk)=-d_{-s}(k)$ corresponds to the two diagonal entries trading places, as they do under an exchange of the sublattices.

*Check.* The hypotheses `he` and `hu` are the two invariances, assumed and not derived from a lattice. `hd` states the equality of squares, from `Real.sin_neg` and `ring`.

```lean
/-- For rotation-invariant `e` and `u`, the band of spin `s` at the rotated wave vector
equals the band of spin `-s` at the original one. -/
theorem band_rot {e u : ℝ × ℝ → ℝ} (he : ∀ k, e (rot k) = e k) (hu : ∀ k, u (rot k) = u k)
    (t J s σ : ℝ) (k : ℝ × ℝ) :
    band e u t J s σ (rot k) = band e u t J (-s) σ k := by
  -- the rotation flips the sign of `sin kx sin ky`
  have hd : dz t J s (rot k) ^ 2 = dz t J (-s) k ^ 2 := by
    simp only [dz, rot, Real.sin_neg]
    ring
  simp only [band, he, hu, hd]
```

## (e) Periodicity of the bands

*Task.* Assume $e(Tk)=e(k)$ and $u(Tk)=u(k)$ for all $k$. Show that $E_s^\sigma(Tk)=E_s^\sigma(k)$.

*Solution.* From $\sin(k_y+2\pi)=\sin k_y$ follows $d_s(Tk)=d_s(k)$. All three ingredients of $E_s^\sigma$ are then unchanged.

*Check.* `hd` uses `Real.sin_add_two_pi`, and the final `simp only` substitutes the three equalities.

```lean
/-- For `e` and `u` periodic under `(0, 2π)`, the bands have the same periodicity. -/
theorem band_shift {e u : ℝ × ℝ → ℝ} (he : ∀ k, e (shift k) = e k)
    (hu : ∀ k, u (shift k) = u k) (t J s σ : ℝ) (k : ℝ × ℝ) :
    band e u t J s σ (shift k) = band e u t J s σ k := by
  have hd : dz t J s (shift k) = dz t J s k := by
    simp only [dz, shift, Real.sin_add_two_pi]
  simp only [band, he, hu, hd]
```

## (f) The rotation on the grid

*Task.* Show that for every label $p$, either $k_{\rho p}=Rk_p$ or $k_{\rho p}=TRk_p$.

*Solution.* Let $p=(a,b)$. Then $Rk_p=(2\pi b/N,\,-2\pi a/N)$ and $\rho p=(b,-a\bmod N)$, so the first components agree. If $a=0$, then $-a\bmod N=0$ and both second components vanish, which gives $k_{\rho p}=Rk_p$. If $a\neq0$, then $-a\bmod N=N-a$ and
$$\frac{2\pi(N-a)}{N}=-\frac{2\pi a}{N}+2\pi,$$
which is the second component of $TRk_p$. For $N=1$ only the first case occurs.

*Check.* `by_cases h : a = 0` makes the split. In the second case `hv` obtains $N-a$ from `Fin.val_neg`, `hc` carries the natural-number subtraction over to $\mathbb R$ using $a<N$, and `div_self hN` cancels $N/N$.

```lean
/-- The grid point with rotated labels is the rotated grid point, possibly translated by
`(0, 2π)`. -/
theorem grid_gridRot (N : ℕ) [NeZero N] (p : Fin N × Fin N) :
    grid N (gridRot N p) = rot (grid N p) ∨
      grid N (gridRot N p) = shift (rot (grid N p)) := by
  obtain ⟨a, b⟩ := p
  have hp : gridRot N (a, b) = (b, -a) := rfl
  rw [hp]
  by_cases h : a = 0
  · left
    subst h
    simp [grid, rot]
  · right
    have hv : (-a).val = N - a.val := by
      have h1 := Fin.val_neg a
      rwa [if_neg h] at h1
    have hc : ((-a).val : ℝ) = (N : ℝ) - (a.val : ℝ) := by
      rw [hv, Nat.cast_sub a.isLt.le]
    have hN : (N : ℝ) ≠ 0 := Nat.cast_ne_zero.mpr (NeZero.ne N)
    refine Prod.ext rfl ?_
    show 2 * π * ((-a).val : ℝ) / N = -(2 * π * (a.val : ℝ) / N) + 2 * π
    rw [hc]
    have h2 : 2 * π * ((N : ℝ) - (a.val : ℝ)) / N
        = -(2 * π * (a.val : ℝ) / N) + 2 * π * ((N : ℝ) / N) := by ring
    rw [h2, div_self hN, mul_one]
```

## (g) Compensation

*Task.* Assume that $e$ and $u$ are invariant under both $R$ and $T$. Show that $n_{+1}[f]=n_{-1}[f]$ for every $N\ge1$, every $f$, and all $t$ and $J$.

*Solution.* Fix $\sigma$ and $p$. By (f) there are two cases. If $k_{\rho p}=Rk_p$, part (d) with $s=+1$ gives $E_{+1}^\sigma(k_{\rho p})=E_{-1}^\sigma(k_p)$. If $k_{\rho p}=TRk_p$, part (e) removes $T$ and (d) gives the same equation. Therefore
$$n_{-1}[f]=\sum_p\sum_{\sigma=\pm1} f\big(E_{-1}^\sigma(k_p)\big)=\sum_p\sum_{\sigma=\pm1} f\big(E_{+1}^\sigma(k_{\rho p})\big)=\sum_q\sum_{\sigma=\pm1} f\big(E_{+1}^\sigma(k_q)\big)=n_{+1}[f],$$
where $q=\rho p$ runs once over all labels because $\rho$ is a bijection.

The function $f$ needs no continuity, monotonicity or bound, but it is the same function for both spins. For a Fermi function this means a common chemical potential and temperature, and $n_{+1}-n_{-1}$ is then proportional to the net spin moment. In this non-interacting model with fixed $J$ and with $e$ and $u$ invariant under $R$ and $T$, the moment computed on the grid $k_p$, which contains $k=0$, therefore vanishes at any chemical potential, while for $tJ\ne0$ part (c) gives spin-split levels away from the nodal lines, meaning the lines where $k_x$ or $k_y$ is a multiple of $\pi$; in a collinear magnet without spin–orbit coupling a spin splitting whose sign is reversed by a rotation, as it is by $R$ in (d), is characteristic of altermagnetic order. The theorem concerns finite sums, and the Brillouin-zone integral is not treated. For $N=1$ and $N=2$ every grid point lies on a nodal line of (c), so for $tJ\ne0$ the exchange of split levels between spins first occurs at $N=3$.

*Check.* The hypotheses `he`, `hu` give invariance under $R$ and `he'`, `hu'` invariance under $T$; no hypothesis on translations in $k_x$ appears. An inter-sublattice hopping such as $\cos(k_x/2)\cos(k_y/2)$, which changes sign under $T$, does not satisfy `hu'`, so the Lean theorem does not cover it; the two spin sums still agree in that case, because only $u^2$ enters the band energies and $u^2$ is invariant under $T$. In the proof `key` is the pointwise equation with its two cases, and `Fintype.sum_equiv (gridRot N)` performs the relabelling $q=\rho p$.

```lean
/-- For `e` and `u` invariant under the fourfold rotation and periodic under `(0, 2π)`, the
`N × N` grid sums of any occupation function over both bands agree for the two spins. -/
theorem occupation_compensated {e u : ℝ × ℝ → ℝ}
    (he : ∀ k, e (rot k) = e k) (hu : ∀ k, u (rot k) = u k)
    (he' : ∀ k, e (shift k) = e k) (hu' : ∀ k, u (shift k) = u k)
    (N : ℕ) [NeZero N] (f : ℝ → ℝ) (t J : ℝ) :
    occupation N f e u t J 1 = occupation N f e u t J (-1) := by
  -- the relabelled grid point carries the opposite-spin energy
  have key : ∀ (σ : ℝ) (p : Fin N × Fin N),
      band e u t J (-1) σ (grid N p) = band e u t J 1 σ (grid N (gridRot N p)) := by
    intro σ p
    rcases grid_gridRot N p with h | h
    · rw [h, band_rot he hu]
    · rw [h, band_shift he' hu', band_rot he hu]
  unfold occupation
  symm
  refine Fintype.sum_equiv (gridRot N) _ _ (fun p => ?_)
  simp only [key]
```

*An easy mistake.* It is tempting to state (g) with rotation invariance alone, on the grounds that $R$ permutes the grid. It does so only modulo $2\pi$: for $a\ne0$ the point $Rk_p$ has negative $k_y$ and is not a grid point. A counterexample, worked on paper and absent from the Lean code, is $e=k_x^2+k_y^2$, $u=0$, $t=J=1$, $N=4$. This $e$ is invariant under $R$ but not under $T$. The spins differ only at the labels $(1,1)$, $(1,3)$, $(3,1)$, $(3,3)$, where $\sin k_x\sin k_y=+1,-1,-1,+1$ and $e=2c,\,10c,\,10c,\,18c$ with $c=\pi^2/4$. There $r_{+1}=2,0,0,2$ and $r_{-1}=0,2,2,0$. Let $f$ equal 1 below the energy 4 and 0 otherwise. Among these four points spin $+1$ has the level $2c-2\approx2.93$ below 4, whereas the lowest level of spin $-1$ is $2c\approx4.93$, so $n_{+1}[f]-n_{-1}[f]=1$.

## (h) An explicit spin-split example

*Task.* Take $e=\cos k_x+\cos k_y$ and $u=2\cos k_x\cos k_y$. Show that both are invariant under $R$ and $T$, and that for $t=J=1$ the spectra of the two spins differ at $k=(\pi/2,\pi/2)$.

```lean
/-- Nearest-neighbour dispersion `cos kx + cos ky`. -/
def eModel (k : ℝ × ℝ) : ℝ := cos k.1 + cos k.2

/-- Diagonal hopping form `cos (kx + ky) + cos (kx - ky) = 2 cos kx cos ky`. -/
def uModel (k : ℝ × ℝ) : ℝ := 2 * cos k.1 * cos k.2
```

*Solution.* The cosine is even, so $e(Rk)=\cos k_y+\cos(-k_x)=e(k)$ and $u(Rk)=2\cos k_y\cos(-k_x)=u(k)$. It has period $2\pi$, so $e(Tk)=e(k)$ and $u(Tk)=u(k)$. At $k=(\pi/2,\pi/2)$ the product $tJ\sin k_x\sin k_y$ equals $1\neq0$, and (c) shows that the spectra differ. Explicitly, $e=u=0$, $d_{+1}=2$ and $d_{-1}=0$ there, so (b) gives the levels $\pm2$ for spin $+1$ and a twofold level at $0$ for spin $-1$. This model meets all four conditions of (g) and still has split spectra at this point, so compensation in (g) does not require degeneracy at every $k$.

*Check.* The theorem is a conjunction of the four invariances and the inequality of the two spectra; the values $\pm2$ and $0$ are not part of it. The first four goals use `Real.cos_neg` and `Real.cos_add_two_pi`. The fifth rewrites with `spin_degenerate_iff`, after which `simp` evaluates $\sin(\pi/2)=1$.

```lean
/-- `eModel` and `uModel` are rotation invariant and periodic, and for `t = J = 1` the
spectra of the two spins differ at `k = (π/2, π/2)`. -/
theorem model_witness :
    (∀ k, eModel (rot k) = eModel k) ∧ (∀ k, uModel (rot k) = uModel k) ∧
    (∀ k, eModel (shift k) = eModel k) ∧ (∀ k, uModel (shift k) = uModel k) ∧
    spectrum ℂ (ham eModel uModel 1 1 1 (π / 2, π / 2)) ≠
      spectrum ℂ (ham eModel uModel 1 1 (-1) (π / 2, π / 2)) := by
  refine ⟨fun k => ?_, fun k => ?_, fun k => ?_, fun k => ?_, ?_⟩
  · simp only [eModel, rot, Real.cos_neg]
    ring
  · simp only [uModel, rot, Real.cos_neg]
    ring
  · simp only [eModel, shift, Real.cos_add_two_pi]
  · simp only [uModel, shift, Real.cos_add_two_pi]
  · rw [Ne, spin_degenerate_iff]
    simp

end

end Altermagnet
```

```lean
#print axioms Altermagnet.ham_isHermitian
#print axioms Altermagnet.occupation_compensated
```

```
'Altermagnet.ham_isHermitian' depends on axioms: [propext, Classical.choice, Quot.sound]
'Altermagnet.occupation_compensated' depends on axioms: [propext, Classical.choice, Quot.sound]
```
